# A unitary Wilson loop similar to its adjoint has determinant 1 or −1

Take an insulating chain with inversion symmetry, and measure positions from an inversion centre. A Wilson-loop code that returns a total Berry phase of 3.05 for the occupied bands has returned a wrong number, but nothing in the number itself shows this. Unless one knows which values symmetry permits, 3.05 looks as plausible as 3.14, and a misplaced origin or a missing phase factor at the zone boundary can pass as physics.

The permitted values follow from a short piece of matrix algebra. Let $W$ be the Wilson loop of $m$ bands, a unitary $m\times m$ matrix, and let $W^\dagger$ be its adjoint, which describes the same loop run backwards. Suppose that a symmetry reverses the loop, so that there is an invertible matrix $S$ with

$$S\,W\,S^{-1} = W^\dagger .$$

Then:

- $\det W$ is $1$ or $-1$;
- the characteristic polynomial of $W$ has real coefficients;
- if $m$ is odd, $1$ or $-1$ is an eigenvalue of $W$.

If the total Berry phase $\varphi$ is defined by $\det W = e^{i\varphi}$, the first statement says that $\varphi$ is an integer multiple of $\pi$.

## Berry phases and Wannier centres in a band code

In a non-interacting band structure with a finite, isolated set of occupied bands, the phases of the eigenvalues of $W$, for a loop that runs once across the Brillouin zone, give the Wannier centres along the loop direction, and their sum gives the electronic polarisation of a one-dimensional crystal. For an inversion-symmetric chain, with positions measured from an inversion centre, $S$ is built from the matrix of the inversion operator between occupied states at $k$ and $-k$. The polarisation is then restricted to two values modulo its quantum.

A code can use this in two ways. As a test, it can compare $\det W$ with $\pm1$. This is safer than comparing $\varphi$ with $0$ and $\pi$, because rounding can move a phase near $\pi$ to one near $-\pi$. As a classification, it can read the sign of $\det W$ as a two-valued label of the occupied bands, with the inversion centre at the origin kept fixed. Moving the origin to the other inversion centre, half a period away, multiplies $W$ by $-1$ and so reverses the label when $m$ is odd. For an odd number of bands, at least one individual phase must also sit at $0$ or $\pi$, which gives a check on the separate eigenvalues.

On a finite mesh, the overlap matrices between neighbouring $k$ points are in general not unitary. If they are invertible and each is replaced by its unitary polar factor, their product is unitary. If the mesh respects the inversion as well, the reversal relation holds on the mesh itself, and the quantisation does not have to wait for a dense mesh.

## From similarity to the three statements

**The determinant.** Similar matrices have equal determinants, so

$$\det W^\dagger = \det(S W S^{-1}) = \det W .$$

Unitarity gives $W^\dagger W = 1$, and taking determinants gives

$$1 = \det W^\dagger \,\det W = (\det W)^2 .$$

Hence $(\det W - 1)(\det W + 1) = 0$, and $\det W$ is $1$ or $-1$. With $\det W = e^{i\varphi}$ and $\varphi$ real, this reads $e^{2i\varphi} = 1$. So $2\varphi = 2\pi k$ for some integer $k$, and $\varphi = k\pi$.

**The characteristic polynomial.** Write $p_W(x) = \det(x - W)$, where a number standing next to a matrix is multiplied by the identity. Similarity gives

$$p_{W^\dagger}(x) = \det\!\big(S(x - W)S^{-1}\big) = p_W(x).$$

On the other hand, $W^\dagger$ is the complex conjugate of the transpose of $W$. Transposition leaves the characteristic polynomial unchanged, and conjugating the matrix entries conjugates its coefficients. If $c_k$ is the coefficient of $x^k$ in $p_W$, the corresponding coefficient of $p_{W^\dagger}$ is therefore $\overline{c_k}$. Equality of the two polynomials gives $c_k = \overline{c_k}$, so each $c_k$ is real.

**An eigenvalue at a sign.** Let $s$ satisfy $s^2 = 1$. The matrix $W^\dagger - s$ can be written in two ways. By the symmetry,

$$W^\dagger - s = S\,(W - s)\,S^{-1}.$$

By unitarity,

$$-s\,W^\dagger (W - s) = -s\,(1 - sW^\dagger) = -s + s^2 W^\dagger = W^\dagger - s .$$

Let $D = \det(W - s)$. The first form has determinant $D$. In the second, the scalar $-s$ multiplies an $m\times m$ matrix and contributes $(-s)^m$, and $\det W^\dagger = \det W$. Therefore

$$D = (-s)^m \,\det W\; D .$$

If $(-s)^m \det W = -1$, this says $D = -D$, so $D = 0$. Then $W - s$ is singular, there is a nonzero vector $v$ with $Wv = sv$, and $s$ is an eigenvalue.

**Signs that are certain to occur.** Let $m$ be odd. If $\det W = 1$, take $s = 1$: $(-1)^m \cdot 1 = -1$. If $\det W = -1$, take $s = -1$: $1^m\cdot(-1) = -1$. In both cases the sign $s = \det W$ is an eigenvalue. If $m$ is even and $\det W = -1$, the condition holds for $s = 1$ and for $s = -1$, so both are eigenvalues.

**An even loop with neither eigenvalue.** Take $W = \mathrm{diag}(i, -i)$ and let $S$ exchange the two bands. Then $SWS^{-1} = \mathrm{diag}(-i, i) = W^\dagger$ and $\det W = 1$. For $s = \pm 1$,

$$\det(W - s) = (i - s)(-i - s) = 1 + s^2 = 2,$$

so neither sign is an eigenvalue. The third statement fails if the condition of an odd band number is removed.

**One-band failures of the other hypotheses.** Without the reversal relation, $W = (i)$ is unitary, but its determinant is $i$, its characteristic polynomial $x - i$ is not real, and its only eigenvalue is $i$. Without unitarity, $W = (2)$ with $S = (1)$ satisfies the reversal relation, yet its determinant and its only eigenvalue are $2$. The coefficients stay real in this second case, since the argument for them uses only similarity. These two cases are arithmetic done here by hand; the file contains the two-band example.

## The Lean file

```lean
import Mathlib

open Matrix

namespace WilsonLoopQuantisation

noncomputable section

variable {n : Type*} [Fintype n] [DecidableEq n]

/-- A unitary Wilson loop `W` that the invertible symmetry matrix `S` maps to the
reversed loop `Wᴴ`. -/
structure IsReversedBy (W : Matrix n n ℂ) (S : (Matrix n n ℂ)ˣ) : Prop where
  unitary : W ∈ Matrix.unitaryGroup n ℂ
  reverse : S.val * W * S⁻¹.val = Wᴴ

/-- The number `z` is an eigenvalue of the Wilson loop `W`: some nonzero band vector is
multiplied by `z` on transport around the loop. -/
def HasLoopEigenvalue (W : Matrix n n ℂ) (z : ℂ) : Prop :=
  ∃ v : n → ℂ, v ≠ 0 ∧ W *ᵥ v = z • v

/-- The eigenvalues of a Wilson loop are the zeros of its secular determinant. -/
theorem hasLoopEigenvalue_iff_det (W : Matrix n n ℂ) (z : ℂ) :
    HasLoopEigenvalue W z ↔ (W - z • (1 : Matrix n n ℂ)).det = 0 := by
  rw [← Matrix.exists_mulVec_eq_zero_iff]
  simp only [HasLoopEigenvalue, Matrix.sub_mulVec, Matrix.smul_mulVec, Matrix.one_mulVec,
    sub_eq_zero]

/-- The determinant of a Wilson loop reversed by a symmetry is `1` or `-1`. -/
theorem det_eq_one_or_neg_one {W : Matrix n n ℂ} {S : (Matrix n n ℂ)ˣ}
    (h : IsReversedBy W S) : W.det = 1 ∨ W.det = -1 := by
  have hW : Wᴴ * W = 1 := Matrix.mem_unitaryGroup_iff'.mp h.unitary
  -- the reversed loop has the same determinant, and it is the inverse loop
  have hd : Wᴴ.det = W.det := by rw [← h.reverse, Matrix.det_units_conj]
  have h1 : W.det * W.det = 1 := by
    have h2 := congrArg Matrix.det hW
    rwa [Matrix.det_mul, hd, Matrix.det_one] at h2
  exact mul_self_eq_one_iff.mp h1

/-- If the determinant of the reversed loop is written as `exp (i φ)`, the total Berry
phase `φ` is an integer multiple of `π`. -/
theorem berry_phase_quantised {W : Matrix n n ℂ} {S : (Matrix n n ℂ)ˣ}
    (h : IsReversedBy W S) (φ : ℝ) (hφ : W.det = Complex.exp (φ * Complex.I)) :
    ∃ k : ℤ, φ = k * Real.pi := by
  have h1 : W.det * W.det = 1 := mul_self_eq_one_iff.mpr (det_eq_one_or_neg_one h)
  rw [hφ, ← Complex.exp_add, Complex.exp_eq_one_iff] at h1
  obtain ⟨k, hk⟩ := h1
  refine ⟨k, ?_⟩
  have h2 : (φ : ℂ) = k * Real.pi := by
    apply mul_right_cancel₀ Complex.I_ne_zero
    linear_combination hk / 2
  exact_mod_cast h2

/-- The characteristic polynomial of a Wilson loop reversed by a symmetry has real
coefficients. -/
theorem charpoly_coeff_real {W : Matrix n n ℂ} {S : (Matrix n n ℂ)ˣ}
    (h : IsReversedBy W S) (k : ℕ) : (W.charpoly.coeff k).im = 0 := by
  have h1 : Wᴴ.charpoly = W.charpoly := by
    rw [← h.reverse, Matrix.coe_units_inv, Matrix.charpoly_units_conj]
  -- the adjoint has the complex conjugate characteristic polynomial
  have h2 : Wᴴ.charpoly = W.charpoly.map (starRingEnd ℂ) := by
    have h3 : Wᴴ = Wᵀ.map (starRingEnd ℂ) := rfl
    rw [h3, Matrix.charpoly_map, Matrix.charpoly_transpose]
  have h4 := congrArg (fun p => Polynomial.coeff p k) (h2.symm.trans h1)
  simp only [Polynomial.coeff_map] at h4
  exact Complex.conj_eq_iff_im.mp h4

/-- For a sign `s` and `m` bands, `s` is an eigenvalue of the reversed loop whenever
`(-s) ^ m * det W = -1`. -/
theorem eigenvalue_of_sign {W : Matrix n n ℂ} {S : (Matrix n n ℂ)ˣ}
    (h : IsReversedBy W S) {s : ℂ} (hs : s * s = 1)
    (hd : (-s) ^ Fintype.card n * W.det = -1) : HasLoopEigenvalue W s := by
  rw [hasLoopEigenvalue_iff_det]
  have hW : Wᴴ * W = 1 := Matrix.mem_unitaryGroup_iff'.mp h.unitary
  have hdet : Wᴴ.det = W.det := by rw [← h.reverse, Matrix.det_units_conj]
  -- the shifted adjoint, written once by symmetry and once by unitarity
  have e1 : Wᴴ - s • (1 : Matrix n n ℂ)
      = S.val * (W - s • (1 : Matrix n n ℂ)) * S⁻¹.val := by
    rw [mul_sub, sub_mul, h.reverse, mul_smul_comm, mul_one, smul_mul_assoc, Units.mul_inv]
  have e2 : Wᴴ - s • (1 : Matrix n n ℂ)
      = (-s) • (Wᴴ * (W - s • (1 : Matrix n n ℂ))) := by
    rw [mul_sub, hW, mul_smul_comm, mul_one, smul_sub, smul_smul, neg_mul, hs]
    module
  have e3 : (W - s • (1 : Matrix n n ℂ)).det
      = (-s) ^ Fintype.card n * (W.det * (W - s • (1 : Matrix n n ℂ)).det) := by
    calc (W - s • (1 : Matrix n n ℂ)).det
        = (Wᴴ - s • (1 : Matrix n n ℂ)).det := by rw [e1, Matrix.det_units_conj]
      _ = _ := by rw [e2, Matrix.det_smul, Matrix.det_mul, hdet]
  -- the secular determinant equals its own negative
  linear_combination (1 / 2) * e3 + (1 / 2) * (W - s • (1 : Matrix n n ℂ)).det * hd

/-- Symmetry quantisation of a Wilson loop: if a symmetry reverses the loop, its determinant
is `1` or `-1`, its characteristic polynomial has real coefficients, and for an odd number of
bands `1` or `-1` is an eigenvalue. -/
theorem wilson_loop_quantisation {W : Matrix n n ℂ} {S : (Matrix n n ℂ)ˣ}
    (h : IsReversedBy W S) :
    (W.det = 1 ∨ W.det = -1) ∧ (∀ k, (W.charpoly.coeff k).im = 0) ∧
      (Odd (Fintype.card n) → HasLoopEigenvalue W 1 ∨ HasLoopEigenvalue W (-1)) := by
  refine ⟨det_eq_one_or_neg_one h, charpoly_coeff_real h, fun hodd => ?_⟩
  -- the sign equal to the determinant is an eigenvalue
  rcases det_eq_one_or_neg_one h with hd | hd
  · exact Or.inl (eigenvalue_of_sign h (by norm_num) (by rw [hd, hodd.neg_one_pow, mul_one]))
  · exact Or.inr (eigenvalue_of_sign h (by norm_num) (by rw [hd, neg_neg, one_pow, one_mul]))

/-- For an even number of bands and determinant `-1`, both `1` and `-1` are eigenvalues of
the reversed loop. -/
theorem both_eigenvalues_of_even {W : Matrix n n ℂ} {S : (Matrix n n ℂ)ˣ}
    (h : IsReversedBy W S) (heven : Even (Fintype.card n)) (hd : W.det = -1) :
    HasLoopEigenvalue W 1 ∧ HasLoopEigenvalue W (-1) :=
  ⟨eigenvalue_of_sign h (by norm_num) (by rw [hd, heven.neg_one_pow, one_mul]),
    eigenvalue_of_sign h (by norm_num) (by rw [hd, neg_neg, one_pow, one_mul])⟩

/-- The two-band Wilson loop with diagonal entries `i` and `-i`. -/
def quarterLoop : Matrix (Fin 2) (Fin 2) ℂ := !![Complex.I, 0; 0, -Complex.I]

/-- The symmetry matrix that exchanges two bands. -/
def bandExchange : (Matrix (Fin 2) (Fin 2) ℂ)ˣ where
  val := !![0, 1; 1, 0]
  inv := !![0, 1; 1, 0]
  val_inv := by ext i j; fin_cases i <;> fin_cases j <;> simp [Matrix.mul_apply]
  inv_val := by ext i j; fin_cases i <;> fin_cases j <;> simp [Matrix.mul_apply]

/-- Band exchange reverses the two-band loop with entries `i` and `-i`, and neither `1` nor
`-1` is an eigenvalue of that loop. -/
theorem quarterLoop_witness :
    IsReversedBy quarterLoop bandExchange ∧
      ¬ HasLoopEigenvalue quarterLoop 1 ∧ ¬ HasLoopEigenvalue quarterLoop (-1) := by
  refine ⟨⟨?_, ?_⟩, ?_, ?_⟩
  · rw [Matrix.mem_unitaryGroup_iff, Matrix.star_eq_conjTranspose]
    ext i j
    fin_cases i <;> fin_cases j <;>
      simp [quarterLoop, Matrix.mul_apply, Fin.sum_univ_succ]
  · change !![0, 1; 1, 0] * quarterLoop * !![0, 1; 1, 0] = quarterLoopᴴ
    ext i j
    fin_cases i <;> fin_cases j <;>
      simp [quarterLoop, Matrix.mul_apply, Fin.sum_univ_succ]
  -- for both signs the secular determinant equals 2
  · rw [hasLoopEigenvalue_iff_det]
    have h2 : (quarterLoop - (1 : ℂ) • (1 : Matrix (Fin 2) (Fin 2) ℂ)).det = 2 := by
      rw [Matrix.det_fin_two]
      simp [quarterLoop]
      linear_combination -Complex.I_mul_I
    rw [h2]
    norm_num
  · rw [hasLoopEigenvalue_iff_det]
    have h2 : (quarterLoop - (-1 : ℂ) • (1 : Matrix (Fin 2) (Fin 2) ℂ)).det = 2 := by
      rw [Matrix.det_fin_two]
      simp [quarterLoop]
      linear_combination -Complex.I_mul_I
    rw [h2]
    norm_num

end

end WilsonLoopQuantisation
```

```lean
#print axioms WilsonLoopQuantisation.berry_phase_quantised
-- 'WilsonLoopQuantisation.berry_phase_quantised' depends on axioms: [propext, Classical.choice, Quot.sound]
#print axioms WilsonLoopQuantisation.wilson_loop_quantisation
-- 'WilsonLoopQuantisation.wilson_loop_quantisation' depends on axioms: [propext, Classical.choice, Quot.sound]
#print axioms WilsonLoopQuantisation.both_eigenvalues_of_even
-- 'WilsonLoopQuantisation.both_eigenvalues_of_even' depends on axioms: [propext, Classical.choice, Quot.sound]
```

## What the Lean statements say about a computed loop

The bands are labelled by a finite type `n`, and `Fintype.card n` is the number $m$. The loop `W` is a complex matrix indexed by `n`. The symmetry `S` has type `(Matrix n n ℂ)ˣ`, the type of invertible matrices, so `S⁻¹` is a true inverse. A physical band representation of inversion is unitary, but the theorems ask only for invertibility.

The structure `IsReversedBy W S` collects the two hypotheses: `W` lies in the unitary group, and `S.val * W * S⁻¹.val = Wᴴ`, where `ᴴ` is the adjoint. `HasLoopEigenvalue W z` says that some nonzero vector is multiplied by `z`. It carries no information about multiplicity.

The main theorem, `wilson_loop_quantisation`, reads: if `S` reverses `W`, then the determinant is $1$ or $-1$, every coefficient of the characteristic polynomial has zero imaginary part, and an odd number of bands implies that $1$ or $-1$ is an eigenvalue. `berry_phase_quantised` takes a real `φ` with `W.det = Complex.exp (φ * Complex.I)` and returns an integer `k` with `φ = k * Real.pi`. No branch of the logarithm is chosen, so the result applies to whichever phase a code reports. `both_eigenvalues_of_even` covers even $m$ with determinant $-1$.

The reversal relation is assumed. It stands for the physical situation in which a spatial symmetry maps the path in the Brillouin zone to itself with the opposite direction and maps the occupied bands to occupied bands. For inversion, positions are again measured from an inversion centre; another origin generally adds a phase factor to the relation. The file does not build `W` from Bloch states or overlaps, and it does not derive `S` from a crystal's symmetry group. A code has to establish three things separately:

- The loop and its symmetry image must be compared at the same base point. If the base point is not mapped to itself up to a reciprocal lattice vector, $S$ must include the transport between the two points.
- The matrix must be unitary. A raw product of overlaps on a finite mesh generally is not.
- The relation is written for a symmetry that acts linearly. An antiunitary operation such as time reversal brings in the complex conjugate of $W$, and its consequences have to be worked out separately.

The theorems concern exact complex numbers. They give the target value for a floating-point determinant but no error bound, so the tolerance of a numerical test has to come from elsewhere.

## How the lemmas follow the derivation

`hasLoopEigenvalue_iff_det` turns the eigenvector condition into a vanishing determinant of $W - z$. It rests on Mathlib's theorem that a square matrix annihilates a nonzero vector exactly when its determinant is zero.

In `det_eq_one_or_neg_one`, the lemma `Matrix.det_units_conj` supplies the invariance of the determinant under similarity. Taking determinants of `Wᴴ * W = 1` then gives the square equal to one. `berry_phase_quantised` rewrites that square as an exponential, uses `Complex.exp_eq_one_iff` to obtain the integer, and cancels the factor $i$.

`charpoly_coeff_real` computes the characteristic polynomial of `Wᴴ` twice, in `h1` by similarity and in `h2` by transposition and conjugation. Comparing coefficients shows that each one equals its own conjugate.

The central argument is `eigenvalue_of_sign`. Its steps `e1` and `e2` are the two forms of $W^\dagger - s$, from symmetry and from unitarity. Step `e3` is the relation $D = (-s)^m \det W\, D$. The closing `linear_combination` adds half of `e3` to half of $D$ times the sign condition `hd`, which is the step from $D = -D$ to $D = 0$.

The main theorem then splits on the value of the determinant and applies this lemma with the matching sign. `quarterLoop_witness` checks the two-band example entry by entry and finds the determinant $2$ for both signs.
